# Hückel populations and bond orders of odd alternant ions with one nonbonding orbital

Take an alternant π system with equal site energies, one π electron per site when neutral, and exactly one nonbonding orbital c, normalised to one. In Hückel theory its cation has 1 − c_i² π electrons on site i and its anion has 1 + c_i². The bond orders between the two sublattices are the same in both ions. The charge distribution of either ion can therefore be read off from a single orbital.

This is a result about non-interacting electrons on finitely many sites, and within that model it gives the charge distribution in ions such as allyl and benzyl. It takes one matrix H for both ions. In a real molecule, adding two electrons changes the geometry and the effective site energies, and the hypotheses say nothing about that change.

In Lean 4 with Mathlib:

```lean
import Mathlib

open Matrix

namespace OddAlternantIons

variable {n : Type*} [Fintype n] [DecidableEq n]
```

## One nonbonding orbital on two sublattices

The sites form a finite type `n`. Let H be the real symmetric Hückel matrix in an orthonormal site basis, let s_i = ±1 label the sublattice of site i, and let S be the diagonal matrix with entries s_i. The alternant condition is

SHS = −H, that is, s_i H_ij s_j = −H_ij.

For sites of equal sign it forces H_ij = 0. Physically, no electron hops within a sublattice, and all sites have the same energy, which is taken as zero. Hoppings between the sublattices may differ from bond to bond.

The last two conditions say that c·c = 1 and that Hv = 0 holds exactly for the multiples v of c. The name `OddAlternant` is thus narrower than the textbook term, which also admits systems with three or more nonbonding orbitals.

```lean
/-- An alternant Hückel matrix `H` with a single nonbonding orbital: `H` is real symmetric, changes
sign under the sublattice signs `s`, and its kernel is spanned by the unit vector `c`. -/
structure OddAlternant (H : Matrix n n ℝ) (s c : n → ℝ) : Prop where
  symmetric : Hᵀ = H
  sign : ∀ i, s i = 1 ∨ s i = -1
  anti : diagonal s * H * diagonal s = -H
  unit : c ⬝ᵥ c = 1
  ker : ∀ v, H *ᵥ v = 0 ↔ ∃ a : ℝ, v = a • c
```

The matrix N projects on the orbitals of negative energy, which are the bonding ones when energies are measured from the common site energy. It is specified by what it does to any solution of Hv = εv:

Nv = v if ε < 0, and Nv = 0 if ε ≥ 0.

N could also have been defined as the sum of v_k v_kᵀ over the negative-energy members of an eigenbasis chosen by Mathlib. Its existence would then come with the definition, but its action on an arbitrary eigenvector would need a proof, and an explicit orbital such as that of allyl would have to be related to the chosen basis.

```lean
/-- `N` projects on the bonding orbitals of `H`: it keeps every eigenvector of negative energy and
annihilates every eigenvector of zero or positive energy. -/
def IsBondingProjector (H N : Matrix n n ℝ) : Prop :=
  ∀ (ε : ℝ) (v : n → ℝ), H *ᵥ v = ε • v → N *ᵥ v = if ε < 0 then v else 0
```

With two electrons in each bonding orbital, the cation has the spin-summed density matrix 2N. Its diagonal entries are the site populations; the net charge of a site that contributes one electron is 1 minus this number. The off-diagonal entries are the bond orders, defined for every pair of sites, bonded or not.

```lean
/-- Density matrix of the cation when `N` is the bonding projector: two electrons in each bonding
orbital. -/
def cationDensity (N : Matrix n n ℝ) : Matrix n n ℝ := (2 : ℝ) • N
```

The anion has two more electrons, both in c, so its density matrix is 2N + 2ccᵀ.

```lean
/-- Density matrix of the anion when `N` is the bonding projector and `c` the normalised nonbonding
orbital: the cation density and two electrons in `c`. -/
def anionDensity (N : Matrix n n ℝ) (c : n → ℝ) : Matrix n n ℝ :=
  cationDensity N + (2 : ℝ) • vecMulVec c c
```

## Energies come in pairs

A real symmetric matrix has a basis of eigenvectors. If Av = Bv for every eigenvector v of H, then A and B agree on a basis and are equal. In particular, the rule above fixes N uniquely. The proof carries Mathlib's orthonormal eigenbasis over to plain functions on the sites and compares the two linear maps there with `b.ext`.

```lean
/-- Two matrices that act alike on all eigenvectors of a real symmetric matrix are equal. -/
theorem eq_of_eigenvectors {H A B : Matrix n n ℝ} (h : Hᵀ = H)
    (hAB : ∀ (ε : ℝ) (v : n → ℝ), H *ᵥ v = ε • v → A *ᵥ v = B *ᵥ v) : A = B := by
  have hH : H.IsHermitian := (conjTranspose_eq_transpose_of_trivial H).trans h
  -- the orthonormal eigenbasis, read as a basis of plain functions
  let b := hH.eigenvectorBasis.toBasis.map (WithLp.linearEquiv 2 ℝ (n → ℝ))
  refine toLin'.injective (b.ext fun j => ?_)
  have hb : b j = (hH.eigenvectorBasis j).ofLp := by simp [b]
  rw [toLin'_apply, toLin'_apply, hb]
  exact hAB _ _ (hH.mulVec_eigenvectorBasis j)
```

The matrix ccᵀ takes the component along c:

(ccᵀ v)_i = Σ_j c_i c_j v_j = (c·v) c_i.

```lean
omit [DecidableEq n] in
/-- The matrix `c cᵀ` sends `v` to its overlap with `c` times `c`. -/
theorem orbital_mulVec (c v : n → ℝ) : vecMulVec c c *ᵥ v = (c ⬝ᵥ v) • c := by
  ext i
  simp only [mulVec, dotProduct, vecMulVec_apply, Pi.smul_apply, smul_eq_mul, Finset.sum_mul]
  exact Finset.sum_congr rfl fun j _ => by ring
```

Since s_i² = 1 on every site, S² = 1.

```lean
/-- Reversing the signs on one sublattice twice changes nothing. -/
theorem sign_mul_sign {H : Matrix n n ℝ} {s c : n → ℝ} (h : OddAlternant H s c) :
    diagonal s * diagonal s = 1 := by
  have e : (fun i => s i * s i) = fun _ => (1 : ℝ) := by
    funext i
    rcases h.sign i with h' | h' <;> simp [h']
  rw [diagonal_mul_diagonal, e]
  exact diagonal_one
```

Multiplying SHS = −H by S from the left gives HS = −SH. If Hv = εv, then

H(Sv) = −S(Hv) = −ε(Sv).

Changing the sign of an orbital on one sublattice therefore reverses its energy. The `calc` block derives HS = −SH, and the last line applies it to v.

```lean
/-- Pairing: reversing the signs of an orbital on one sublattice reverses its energy. -/
theorem pairing {H : Matrix n n ℝ} {s c : n → ℝ} (h : OddAlternant H s c) {ε : ℝ} {v : n → ℝ}
    (hv : H *ᵥ v = ε • v) :
    H *ᵥ (diagonal s *ᵥ v) = (-ε) • (diagonal s *ᵥ v) := by
  have e : H * diagonal s = -(diagonal s * H) := by
    calc H * diagonal s = (diagonal s * diagonal s) * (H * diagonal s) := by
          rw [sign_mul_sign h, one_mul]
      _ = diagonal s * (diagonal s * H * diagonal s) := by simp only [mul_assoc]
      _ = -(diagonal s * H) := by rw [h.anti, mul_neg]
  rw [mulVec_mulVec, e, neg_mulVec, ← mulVec_mulVec, hv, mulVec_smul, neg_smul]
```

## The nonbonding orbital lives on one sublattice

For ε = 0 the pairing gives H(Sc) = 0. The kernel contains only multiples of c, so Sc = ac for some number a. On two sites i and j this reads

s_i c_i = a c_i and s_j c_j = a c_j.

Multiply the first equation by c_j, the second by c_i, and subtract:

(s_i − s_j) c_i c_j = 0.

If the signs differ, then c_i c_j = 0. The `linear_combination` line is this subtraction.

```lean
/-- For two sites of opposite sign, the nonbonding orbital vanishes on at least one of them. -/
theorem nonbonding_sublattice {H : Matrix n n ℝ} {s c : n → ℝ} (h : OddAlternant H s c)
    {i j : n} (hij : s i ≠ s j) : c i * c j = 0 := by
  have hc : H *ᵥ c = (0 : ℝ) • c := by
    rw [zero_smul]
    exact (h.ker c).2 ⟨1, (one_smul ℝ c).symm⟩
  -- the sign-reversed orbital is again nonbonding, hence a multiple of `c`
  obtain ⟨a, ha⟩ := (h.ker _).1 (by rw [pairing h hc, neg_zero, zero_smul])
  have hi : s i * c i = a * c i := by
    simpa only [mulVec_diagonal, Pi.smul_apply, smul_eq_mul] using congrFun ha i
  have hj : s j * c j = a * c j := by
    simpa only [mulVec_diagonal, Pi.smul_apply, smul_eq_mul] using congrFun ha j
  have e : (s i - s j) * (c i * c j) = 0 := by linear_combination c j * hi - c i * hj
  exact (mul_eq_zero.1 e).resolve_left (sub_ne_zero.2 hij)
```

## Bonding, antibonding and nonbonding parts add up to one

The next identity is

N + SNS + ccᵀ = 1.

Here SNS is the projector on the antibonding orbitals, obtained from the bonding ones by the sign change. By the result on eigenvectors, it is enough to apply both sides to a v with Hv = εv. Symmetry of H gives

ε (c·v) = c·(Hv) = (Hc)·v = 0,

so c·v = 0 whenever ε ≠ 0. There are three cases.

- For ε < 0, Nv = v. The vector Sv has energy −ε > 0, so NSv = 0. The sum is v.
- For ε = 0, v = ac for some a. Both N terms vanish, and (c·v)c = ac = v.
- For ε > 0, Nv = 0. The vector Sv has negative energy, so SNSv = S²v = v.

The call to `lt_trichotomy` makes the same division.

```lean
/-- Completeness: the bonding projector, its sign-reversed image and the projector on the
nonbonding orbital add up to the identity. -/
theorem completeness {H N : Matrix n n ℝ} {s c : n → ℝ} (h : OddAlternant H s c)
    (hN : IsBondingProjector H N) :
    N + diagonal s * N * diagonal s + vecMulVec c c = 1 := by
  refine eq_of_eigenvectors h.symmetric fun ε v hv => ?_
  have hc : H *ᵥ c = 0 := (h.ker c).2 ⟨1, (one_smul ℝ c).symm⟩
  have hSS : diagonal s *ᵥ (diagonal s *ᵥ v) = v := by
    rw [mulVec_mulVec, sign_mul_sign h, one_mulVec]
  -- orbitals of nonzero energy are orthogonal to `c`
  have ho : c ⬝ᵥ (H *ᵥ v) = 0 := by
    rw [dotProduct_mulVec, ← mulVec_transpose, h.symmetric, hc, zero_dotProduct]
  rw [hv, dotProduct_smul, smul_eq_mul] at ho
  rw [add_mulVec, add_mulVec, ← mulVec_mulVec, ← mulVec_mulVec, orbital_mulVec, one_mulVec,
    hN ε v hv, hN (-ε) _ (pairing h hv)]
  rcases lt_trichotomy ε 0 with he | he | he
  · have h1 : ¬ -ε < 0 := by linarith
    rw [if_pos he, if_neg h1, (mul_eq_zero.1 ho).resolve_left he.ne]
    simp
  · obtain ⟨a, rfl⟩ := (h.ker v).1 (by rw [hv, he, zero_smul])
    have h1 : ¬ ε < 0 := by linarith
    have h2 : ¬ -ε < 0 := by linarith
    rw [if_neg h1, if_neg h2, dotProduct_smul, h.unit]
    simp
  · have h1 : ¬ ε < 0 := by linarith
    have h2 : -ε < 0 := by linarith
    rw [if_neg h1, if_pos h2, hSS, (mul_eq_zero.1 ho).resolve_left he.ne']
    simp
```

## Populations and bond orders

The entry ij of the identity is

N_ij + s_i s_j N_ij + c_i c_j = δ_ij.

For sites of equal sign s_i s_j = 1, and hence

2N_ij = δ_ij − c_i c_j.

```lean
/-- Between sites `i`, `j` of equal sign the cation density is `δ_ij - c_i c_j`. -/
theorem cation_same_sign {H N : Matrix n n ℝ} {s c : n → ℝ} (h : OddAlternant H s c)
    (hN : IsBondingProjector H N) {i j : n} (hij : s i = s j) :
    cationDensity N i j = (1 : Matrix n n ℝ) i j - c i * c j := by
  have e := congrFun (congrFun (completeness h hN) i) j
  simp only [Matrix.add_apply, mul_diagonal, diagonal_mul, vecMulVec_apply] at e
  have hs : s i * s j = 1 := by
    rcases h.sign j with h' | h' <;> simp [hij, h']
  simp only [cationDensity, Matrix.smul_apply, smul_eq_mul]
  linear_combination e - N i j * hs
```

Setting i = j gives the cation population 1 − c_i². The anion density has the extra term 2c_i c_j, so its population is

1 − c_i² + 2c_i² = 1 + c_i².

Between sites of opposite sign the extra term is zero, and the two bond orders agree. These are the three parts of the theorem, for every H, s, c and N that satisfy the two definitions. It compares the bond orders between the sublattices without giving their values, which depend on the bonding orbitals.

```lean
/-- Odd alternant ions: the cation has site populations `1 - c_i²`, the anion has `1 + c_i²`, and
both have the same bond orders between sites of opposite sign. -/
theorem odd_alternant_ions {H N : Matrix n n ℝ} {s c : n → ℝ} (h : OddAlternant H s c)
    (hN : IsBondingProjector H N) :
    (∀ i, cationDensity N i i = 1 - c i ^ 2) ∧
    (∀ i, anionDensity N c i i = 1 + c i ^ 2) ∧
    (∀ i j, s i ≠ s j → anionDensity N c i j = cationDensity N i j) := by
  have ha : ∀ i j, anionDensity N c i j = cationDensity N i j + 2 * (c i * c j) := by
    intro i j
    simp [anionDensity, vecMulVec_apply]
  have hd : ∀ i, cationDensity N i i = 1 - c i ^ 2 := by
    intro i
    rw [cation_same_sign h hN rfl, one_apply_eq]
    ring
  refine ⟨hd, fun i => ?_, fun i j hij => ?_⟩
  · rw [ha, hd]
    ring
  · rw [ha, nonbonding_sublattice h hij, mul_zero, add_zero]
```

Summing the populations over all M sites, with Σ_i c_i² = 1, gives

tr(2N) = M − 1 and tr(2N + 2ccᵀ) = M + 1.

These are the electron numbers of a singly charged cation and anion when each site contributes one electron. For a single site, H = 0 and c = ±1, and the ions hold zero and two electrons.

```lean
/-- The cation holds one electron fewer than there are sites, and the anion one more. -/
theorem electron_count {H N : Matrix n n ℝ} {s c : n → ℝ} (h : OddAlternant H s c)
    (hN : IsBondingProjector H N) :
    (cationDensity N).trace = Fintype.card n - 1 ∧
    (anionDensity N c).trace = Fintype.card n + 1 := by
  obtain ⟨h1, h2, -⟩ := odd_alternant_ions h hN
  have hu : ∑ i, c i ^ 2 = 1 := by
    simpa only [dotProduct, ← pow_two] using h.unit
  constructor
  · simp only [trace, diag_apply, h1, Finset.sum_sub_distrib, hu]
    simp
  · simp only [trace, diag_apply, h2, Finset.sum_add_distrib, hu]
    simp
```

## From benzyl to allyl

A Hückel program diagonalises H, fills the lowest (M − 1)/2 orbitals twice, and sums their products to get the cation density. For the populations alone, solving Hc = 0 is enough. In benzyl with equal hoppings, the coefficients of c around each site of the sublattice where c vanishes must add to zero. This gives 2/√7 on the CH₂ carbon, −1/√7 on the two ortho carbons, 1/√7 on the para carbon, and zero elsewhere. The cation populations are then 3/7 on CH₂, 6/7 on each ortho and para carbon, and 1 on the other three, six electrons in all.

Allyl is small enough to write out in full. Its sites are numbered 0, 1, 2, and the energy unit is the magnitude of the hopping, which is negative.

```lean
/-- Hückel matrix of the allyl chain of three sites, with hopping `-1`. -/
def allyl : Matrix (Fin 3) (Fin 3) ℝ := !![0, -1, 0; -1, 0, -1; 0, -1, 0]
```

The equation Hv = εv reads

−v_1 = εv_0, −v_0 − v_2 = εv_1, −v_1 = εv_2.

For ε = 0 it gives v_1 = 0 and v_2 = −v_0, so the kernel is spanned by c = (√2/2, 0, −√2/2). For every ε, combining the equations yields

ε(v_0 − v_2) = 0,
(ε − √2)(v_0 − √2 v_1 + v_2) = 0,
(ε + √2)(v_0 + √2 v_1 + v_2) = 0.

If ε < 0, the first two lines force v_0 = v_2 and v_0 + v_2 = √2 v_1, so v is a multiple of the bonding orbital b = (1/2, √2/2, 1/2) and bbᵀ keeps it. If ε ≥ 0, the third line makes v orthogonal to b, and bbᵀ annihilates it. Hence N = bbᵀ, and all the hypotheses are met by an actual π system. The cation populations are 1/2, 1, 1/2, those of the anion are 3/2, 1, 3/2, and the bond order between neighbours is √2/2 in both.

The proof first writes out the action of `allyl` on a vector, then checks each condition by components; the `linear_combination` lines carry out the eliminations above.

```lean
/-- The allyl chain meets all hypotheses, with nonbonding orbital `(√2/2, 0, -√2/2)` and the
projector on the orbital `(1/2, √2/2, 1/2)`. -/
theorem allyl_witness :
    OddAlternant allyl ![1, -1, 1] ![√2 / 2, 0, -(√2 / 2)] ∧
    IsBondingProjector allyl (vecMulVec ![1 / 2, √2 / 2, 1 / 2] ![1 / 2, √2 / 2, 1 / 2]) := by
  have h2 : √2 * √2 = (2 : ℝ) := Real.mul_self_sqrt (by norm_num)
  have hp : 0 < √(2 : ℝ) := Real.sqrt_pos.2 (by norm_num)
  have hH : ∀ v : Fin 3 → ℝ, allyl *ᵥ v = ![-v 1, -v 0 + -v 2, -v 1] := by
    intro v
    ext i
    fin_cases i <;> simp [allyl, mulVec, dotProduct, Fin.sum_univ_three]
  refine ⟨⟨?_, ?_, ?_, ?_, fun v => ⟨fun hv => ?_, ?_⟩⟩, fun ε v hv => ?_⟩
  · ext i j
    fin_cases i <;> fin_cases j <;> simp [allyl]
  · intro i
    fin_cases i <;> simp
  · ext i j
    simp only [mul_diagonal, diagonal_mul, Matrix.neg_apply]
    fin_cases i <;> fin_cases j <;> simp [allyl]
  · simp only [dotProduct, Fin.sum_univ_three]
    show √2 / 2 * (√2 / 2) + 0 * 0 + -(√2 / 2) * -(√2 / 2) = (1 : ℝ)
    linear_combination (1 / 2) * h2
  · rw [hH] at hv
    have e0 : -v 1 = 0 := congrFun hv 0
    have e1 : -v 0 + -v 2 = 0 := congrFun hv 1
    refine ⟨√2 * v 0, ?_⟩
    ext i
    fin_cases i
    · show v 0 = √2 * v 0 * (√2 / 2)
      linear_combination (-(v 0) / 2) * h2
    · show v 1 = √2 * v 0 * 0
      linear_combination -e0
    · show v 2 = √2 * v 0 * -(√2 / 2)
      linear_combination -e1 + (v 0 / 2) * h2
  · rintro ⟨a, rfl⟩
    rw [hH]
    ext i
    fin_cases i
    · show -(a * 0) = (0 : ℝ)
      ring
    · show -(a * (√2 / 2)) + -(a * -(√2 / 2)) = (0 : ℝ)
      ring
    · show -(a * 0) = (0 : ℝ)
      ring
  · rw [hH] at hv
    have e0 : -v 1 = ε * v 0 := congrFun hv 0
    have e1 : -v 0 + -v 2 = ε * v 1 := congrFun hv 1
    have e2 : -v 1 = ε * v 2 := congrFun hv 2
    have hb : ![1 / 2, √2 / 2, 1 / 2] ⬝ᵥ v = (v 0 + √2 * v 1 + v 2) / 2 := by
      simp only [dotProduct, Fin.sum_univ_three]
      show 1 / 2 * v 0 + √2 / 2 * v 1 + 1 / 2 * v 2 = _
      ring
    rw [orbital_mulVec, hb]
    by_cases he : ε < 0
    · -- negative energy forces `v` to be a multiple of the bonding orbital
      have d' : ε * (v 0 - v 2) = 0 := by linear_combination e2 - e0
      have d := (mul_eq_zero.1 d').resolve_left he.ne
      have t' : (ε - √2) * (v 0 - √2 * v 1 + v 2) = 0 := by
        linear_combination -e0 - e2 + √2 * e1 + v 1 * h2
      have hne : ε - √2 ≠ 0 := by linarith
      have t := (mul_eq_zero.1 t').resolve_left hne
      rw [if_pos he]
      ext i
      fin_cases i
      · show (v 0 + √2 * v 1 + v 2) / 2 * (1 / 2) = v 0
        linear_combination (-1 / 4) * t - (1 / 2) * d
      · show (v 0 + √2 * v 1 + v 2) / 2 * (√2 / 2) = v 1
        linear_combination (√2 / 4) * t + (v 1 / 2) * h2
      · show (v 0 + √2 * v 1 + v 2) / 2 * (1 / 2) = v 2
        linear_combination (-1 / 4) * t + (1 / 2) * d
    · -- otherwise `v` is orthogonal to the bonding orbital
      have t' : (ε + √2) * (v 0 + √2 * v 1 + v 2) = 0 := by
        linear_combination -e0 - e2 - √2 * e1 + v 1 * h2
      have hpos : 0 < ε + √2 := by linarith [not_lt.1 he]
      rw [if_neg he, (mul_eq_zero.1 t').resolve_left hpos.ne', zero_div, zero_smul]

end OddAlternantIons
```

```lean
#print axioms OddAlternantIons.odd_alternant_ions
#print axioms OddAlternantIons.electron_count
```

```
'OddAlternantIons.odd_alternant_ions' depends on axioms: [propext, Classical.choice, Quot.sound]
'OddAlternantIons.electron_count' depends on axioms: [propext, Classical.choice, Quot.sound]
```
